# The left-chiral weight of a free Dirac spinor follows from Σ·p and its nonzero energy

## From two amplitudes to a general spinor

Take momentum \(q\ge 0\) along the \(z\) axis, mass \(m\), units \(\hbar=c=1\), and a spinor \(\psi=(a,0,b,0)\) with real \(a,b\) and \(a^2+b^2=1\). In the Dirac representation, \(H\psi=E\psi\) reduces to

\[
ma+qb=Ea,\qquad qa-mb=Eb .
\]

Multiply the first equation by \(b\), the second by \(a\), and add. The mass cancels, leaving \(q=2Eab\). The chirality matrix \(\gamma_5\) exchanges \(a\) and \(b\), so the left-chiral part \((1-\gamma_5)\psi/2\) is \(\tfrac12(a-b,0,b-a,0)\). For \(E\neq0\) its squared norm is

\[
\tfrac12(a-b)^2=\tfrac12(1-2ab)=\tfrac12\left(1-\frac qE\right).
\]

For \(q=24\), \(m=7\), \(E=25\), the amplitudes are \(a=4/5\), \(b=3/5\), and the weight is \(\tfrac12(1/5)^2=1/50\).

For general momentum \(\mathbf p\), write \(H=\alpha\cdot p+\beta m\), and let \(\Sigma_k\) be the spin matrices. Since \(\alpha_k\gamma_5=\gamma_5\alpha_k=\Sigma_k\) and \(\gamma_5\beta=-\beta\gamma_5\),

\[
H\gamma_5=\Sigma\cdot p+m\beta\gamma_5,\qquad
\gamma_5H=\Sigma\cdot p-m\beta\gamma_5 .
\]

The sum is \(2\,\Sigma\cdot p\); the difference is \([H,\gamma_5]=2m\beta\gamma_5\). As \(\beta\gamma_5\neq0\), chirality commutes with \(H\) exactly when \(m=0\).

Let \(\psi\) be a unit spinor with \(H\psi=E\psi\), \(E\ne0\), and \((\Sigma\cdot p)\psi=h\psi\). Because \(H\) is Hermitian, the expectation value of the sum gives \(2E\langle\gamma_5\rangle=2h\). Because \(\gamma_5\) is Hermitian and squares to one,

\[
\left\|\tfrac12(1-\gamma_5)\psi\right\|^2
=\tfrac14\langle(1-\gamma_5)^2\rangle
=\tfrac12(1-\langle\gamma_5\rangle)
=\tfrac12\left(1-\frac hE\right).
\]

The matrices \(\alpha_k\) and \(\beta\) anticommute pairwise and square to one, so \(H^2=|\mathbf p|^2+m^2\) and \(E^2=|\mathbf p|^2+m^2\). For \(h=|\mathbf p|\) and \(E>0\),

\[
\frac12\left(1-\frac{|\mathbf p|}{E}\right)
=\frac{E^2-|\mathbf p|^2}{2E(E+|\mathbf p|)}
=\frac{m^2}{2E(E+|\mathbf p|)} .
\]

At rest with \(m\neq0\) the weight is \(1/2\); for \(m=0\) it vanishes. The weak charged current acts on left-chiral fermion components, so for a free particle of definite momentum this weight measures how much of a positive-helicity state is available to it.

## Matrices, spinors and norms in Lean

```lean
import Mathlib

open Matrix

namespace DiracChiralityWeight

noncomputable section
```

The matrices are explicit, which fixes the Dirac representation. Lean counts from zero: `alpha 0` is \(\alpha_1\), and spinor components run from 0 to 3.

```lean
/-- The matrices `α₁, α₂, α₃` in the Dirac representation. -/
def alpha : Fin 3 → Matrix (Fin 4) (Fin 4) ℂ :=
  ![!![0, 0, 0, 1; 0, 0, 1, 0; 0, 1, 0, 0; 1, 0, 0, 0],
    !![0, 0, 0, -Complex.I; 0, 0, Complex.I, 0; 0, -Complex.I, 0, 0; Complex.I, 0, 0, 0],
    !![0, 0, 1, 0; 0, 0, 0, -1; 1, 0, 0, 0; 0, -1, 0, 0]]

/-- The spin matrices `Σ₁, Σ₂, Σ₃` in the Dirac representation. -/
def spin : Fin 3 → Matrix (Fin 4) (Fin 4) ℂ :=
  ![!![0, 1, 0, 0; 1, 0, 0, 0; 0, 0, 0, 1; 0, 0, 1, 0],
    !![0, -Complex.I, 0, 0; Complex.I, 0, 0, 0; 0, 0, 0, -Complex.I; 0, 0, Complex.I, 0],
    !![1, 0, 0, 0; 0, -1, 0, 0; 0, 0, 1, 0; 0, 0, 0, -1]]

/-- The matrix `β` in the Dirac representation. -/
def beta : Matrix (Fin 4) (Fin 4) ℂ :=
  !![1, 0, 0, 0; 0, 1, 0, 0; 0, 0, -1, 0; 0, 0, 0, -1]

/-- The chirality matrix `γ5` in the Dirac representation. -/
def gamma5 : Matrix (Fin 4) (Fin 4) ℂ :=
  !![0, 0, 1, 0; 0, 0, 0, 1; 1, 0, 0, 0; 0, 1, 0, 0]
```

Momentum and mass are real parameters, and the mass may have either sign. A spinor is the constant amplitude of a plane wave; there is no external field or spatial wavefunction.

```lean
/-- The free Dirac Hamiltonian `H = α·p + β m` at momentum `p`. -/
def hamiltonian (p : Fin 3 → ℝ) (m : ℝ) : Matrix (Fin 4) (Fin 4) ℂ :=
  ∑ k, (p k : ℂ) • alpha k + (m : ℂ) • beta
```

The operator `spinDot` is \(\Sigma\cdot p\), not divided by \(|\mathbf p|\), so its eigenvalue \(h\) has the dimension of momentum.

```lean
/-- The operator `Σ·p`, the sum of the spin matrices weighted by the momentum components. -/
def spinDot (p : Fin 3 → ℝ) : Matrix (Fin 4) (Fin 4) ℂ := ∑ k, (p k : ℂ) • spin k

/-- The length `|p|` of the momentum. -/
def momentumNorm (p : Fin 3 → ℝ) : ℝ := Real.sqrt (p 0 ^ 2 + p 1 ^ 2 + p 2 ^ 2)
```

The squared norm is written out as \(\sum_i|\psi_i|^2\), since Lean's default norm on such functions is the largest modulus of a component.

```lean
/-- The squared norm of a spinor. -/
def sqNorm (ψ : Fin 4 → ℂ) : ℝ := ∑ i, ‖ψ i‖ ^ 2

/-- The left-chiral part `(1 - γ5)ψ/2` of a spinor. -/
def leftPart (ψ : Fin 4 → ℂ) : Fin 4 → ℂ := (1 / 2 : ℂ) • (ψ - gamma5 *ᵥ ψ)
```

## The mean chirality of an energy eigenstate

The first lemma identifies \(\psi^\dagger\psi\) with `sqNorm`.

```lean
variable {p : Fin 3 → ℝ} {m E h : ℝ} {ψ : Fin 4 → ℂ}

/-- The inner product of a spinor with itself is its squared norm. -/
theorem inner_self (ψ : Fin 4 → ℂ) : star ψ ⬝ᵥ ψ = (sqNorm ψ : ℂ) := by
  unfold sqNorm
  push_cast
  exact Finset.sum_congr rfl fun i _ => Complex.conj_mul' (ψ i)
```

The anticommutator is checked entry by entry: `fin_cases` lists the sixteen entries and `simp` evaluates them.

```lean
/-- The anticommutator of the Hamiltonian with `γ5` is `2 Σ·p`, whatever the mass. -/
theorem anticommutator_gamma5 (p : Fin 3 → ℝ) (m : ℝ) :
    hamiltonian p m * gamma5 + gamma5 * hamiltonian p m = spinDot p + spinDot p := by
  ext i j
  fin_cases i <;> fin_cases j <;>
    simp [hamiltonian, spinDot, alpha, spin, beta, gamma5, Fin.sum_univ_three]
```

Next comes \(E\langle\gamma_5\rangle=\langle\Sigma\cdot p\rangle\). After establishing that \(H\) is Hermitian, `h1` lets it act on the bra and `h2` on the ket; `h3` is the expectation value of the anticommutator. Neither normalisation nor \(E\neq0\) is needed yet.

```lean
/-- In an energy eigenstate, the energy times the mean chirality is the mean of `Σ·p`. -/
theorem energy_mul_chirality (hH : hamiltonian p m *ᵥ ψ = (E : ℂ) • ψ) :
    (E : ℂ) * (star ψ ⬝ᵥ gamma5 *ᵥ ψ) = star ψ ⬝ᵥ spinDot p *ᵥ ψ := by
  have herm : (hamiltonian p m)ᴴ = hamiltonian p m := by
    ext i j
    fin_cases i <;> fin_cases j <;>
      simp [hamiltonian, alpha, beta, Matrix.conjTranspose_apply, Fin.sum_univ_three]
  -- the Hamiltonian acts to the left on the bra
  have h1 : star ψ ⬝ᵥ hamiltonian p m *ᵥ (gamma5 *ᵥ ψ)
      = (E : ℂ) * (star ψ ⬝ᵥ gamma5 *ᵥ ψ) := by
    have hl : star ψ ᵥ* hamiltonian p m = (E : ℂ) • star ψ := by
      have h0 := Matrix.star_mulVec (hamiltonian p m) ψ
      rw [herm, hH] at h0
      rw [← h0]
      ext i
      simp
    rw [Matrix.dotProduct_mulVec, hl, smul_dotProduct, smul_eq_mul]
  -- and to the right on the ket
  have h2 : star ψ ⬝ᵥ gamma5 *ᵥ (hamiltonian p m *ᵥ ψ)
      = (E : ℂ) * (star ψ ⬝ᵥ gamma5 *ᵥ ψ) := by
    rw [hH, Matrix.mulVec_smul, dotProduct_smul, smul_eq_mul]
  have h3 := congrArg (fun A => star ψ ⬝ᵥ A *ᵥ ψ) (anticommutator_gamma5 p m)
  simp only [Matrix.add_mulVec, ← Matrix.mulVec_mulVec, dotProduct_add] at h3
  linear_combination (h3 - h1 - h2) / 2
```

The left-chiral norm is expanded in components, using the exchange of upper and lower pairs by \(\gamma_5\). This replaces the operator identity \((1-\gamma_5)^2=2(1-\gamma_5)\).

```lean
/-- The squared norm of the left-chiral part is half the difference of the squared norm and the
product `ψ†γ5ψ`, for any spinor, normalised or not. -/
theorem sqNorm_leftPart (ψ : Fin 4 → ℂ) :
    (sqNorm (leftPart ψ) : ℂ) = ((sqNorm ψ : ℂ) - star ψ ⬝ᵥ gamma5 *ᵥ ψ) / 2 := by
  rw [← inner_self, ← inner_self]
  have hhalf : star (1 / 2 : ℂ) = 1 / 2 := by
    rw [show (1 / 2 : ℂ) = ((1 / 2 : ℝ) : ℂ) by norm_num]
    exact Complex.conj_ofReal _
  -- γ5 exchanges the upper and lower components
  have g0 : (gamma5 *ᵥ ψ) 0 = ψ 2 := by
    simp [gamma5, Matrix.mulVec, dotProduct, Fin.sum_univ_four]
  have g1 : (gamma5 *ᵥ ψ) 1 = ψ 3 := by
    simp [gamma5, Matrix.mulVec, dotProduct, Fin.sum_univ_four]
  have g2 : (gamma5 *ᵥ ψ) 2 = ψ 0 := by
    simp [gamma5, Matrix.mulVec, dotProduct, Fin.sum_univ_four]
  have g3 : (gamma5 *ᵥ ψ) 3 = ψ 1 := by
    simp [gamma5, Matrix.mulVec, dotProduct, Fin.sum_univ_four]
  simp only [leftPart, dotProduct, Fin.sum_univ_four, Pi.star_apply, Pi.smul_apply,
    Pi.sub_apply, g0, g1, g2, g3, smul_eq_mul, star_mul', star_sub, hhalf]
  ring
```

## The weight and its dependence on mass

The main theorem assumes a unit joint eigenspinor and allows negative energies. It divides by \(E\) to obtain \(\langle\gamma_5\rangle=h/E\), then substitutes. That \(\Sigma\cdot p\) commutes with \(H\), which makes joint eigenspinors available at every momentum, is a standard property neither used nor proved in this development.

```lean
/-- A unit spinor with energy `E ≠ 0` and `Σ·p` equal to `h` has left-chiral weight
`(1 - h/E)/2`. -/
theorem left_chiral_weight (hunit : sqNorm ψ = 1) (hE : E ≠ 0)
    (hH : hamiltonian p m *ᵥ ψ = (E : ℂ) • ψ) (hh : spinDot p *ᵥ ψ = (h : ℂ) • ψ) :
    sqNorm (leftPart ψ) = (1 - h / E) / 2 := by
  have b := energy_mul_chirality hH
  rw [hh, dotProduct_smul, inner_self, hunit, smul_eq_mul, Complex.ofReal_one, mul_one] at b
  have hE' : (E : ℂ) ≠ 0 := Complex.ofReal_ne_zero.mpr hE
  -- the mean chirality is h / E
  have hg : star ψ ⬝ᵥ gamma5 *ᵥ ψ = (h : ℂ) / (E : ℂ) := by
    rw [eq_div_iff hE']
    linear_combination b
  have w := sqNorm_leftPart ψ
  rw [hunit, hg] at w
  exact_mod_cast w
```

The dispersion relation follows from computing \(H^2\) by entries and taking its expectation value.

```lean
/-- The energy of a unit eigenspinor obeys `E² = |p|² + m²`. -/
theorem energy_sq (hunit : sqNorm ψ = 1) (hH : hamiltonian p m *ᵥ ψ = (E : ℂ) • ψ) :
    E ^ 2 = momentumNorm p ^ 2 + m ^ 2 := by
  have hsq : hamiltonian p m * hamiltonian p m
      = ((p 0 : ℂ) ^ 2 + (p 1 : ℂ) ^ 2 + (p 2 : ℂ) ^ 2 + (m : ℂ) ^ 2) • 1 := by
    ext i j
    fin_cases i <;> fin_cases j <;>
      simp [hamiltonian, alpha, beta, Matrix.mul_apply, Fin.sum_univ_three,
        Fin.sum_univ_four] <;>
      first
        | ring1
        | linear_combination (-(p 1 : ℂ) ^ 2) * Complex.I_sq
  -- take the expectation value of H² in the eigenstate
  have e := congrArg (fun A => star ψ ⬝ᵥ A *ᵥ ψ) hsq
  simp only [← Matrix.mulVec_mulVec, hH, Matrix.mulVec_smul, Matrix.smul_mulVec,
    Matrix.one_mulVec, dotProduct_smul, inner_self, hunit, smul_eq_mul,
    Complex.ofReal_one, mul_one] at e
  have e' : E * E = p 0 ^ 2 + p 1 ^ 2 + p 2 ^ 2 + m ^ 2 := by exact_mod_cast e
  rw [momentumNorm, Real.sq_sqrt (by positivity)]
  linear_combination e'
```

For positive energy and \(h=|\mathbf p|\), factoring \(m^2=(E-|\mathbf p|)(E+|\mathbf p|)\) gives the second form of the weight.

```lean
/-- For positive energy and `Σ·p = |p|`, the left-chiral weight is `(1 - |p|/E)/2`, which
equals `m²/(2E(E + |p|))`. -/
theorem left_chiral_weight_positive_helicity (hunit : sqNorm ψ = 1) (hE : 0 < E)
    (hH : hamiltonian p m *ᵥ ψ = (E : ℂ) • ψ)
    (hh : spinDot p *ᵥ ψ = (momentumNorm p : ℂ) • ψ) :
    sqNorm (leftPart ψ) = (1 - momentumNorm p / E) / 2 ∧
      sqNorm (leftPart ψ) = m ^ 2 / (2 * E * (E + momentumNorm p)) := by
  have w := left_chiral_weight hunit hE.ne' hH hh
  refine ⟨w, ?_⟩
  have hq : 0 ≤ momentumNorm p := Real.sqrt_nonneg _
  have hs : E + momentumNorm p ≠ 0 := by positivity
  have hm : m ^ 2 = (E - momentumNorm p) * (E + momentumNorm p) := by
    linear_combination -(energy_sq hunit hH)
  have hE' : E ≠ 0 := hE.ne'
  rw [w, hm]
  field_simp
```

## Mass and the conservation of chirality

The commutator is again an entrywise computation.

```lean
/-- The commutator of the Hamiltonian with `γ5` is `2m β γ5`. -/
theorem commutator_gamma5 (p : Fin 3 → ℝ) (m : ℝ) :
    hamiltonian p m * gamma5 - gamma5 * hamiltonian p m
      = (2 * (m : ℂ)) • (beta * gamma5) := by
  ext i j
  fin_cases i <;> fin_cases j <;>
    simp [hamiltonian, alpha, beta, gamma5, Fin.sum_univ_three] <;> ring1
```

If it vanishes, its entry in row 0, column 2 reads \(2m=0\). The converse is substitution.

```lean
/-- Chirality commutes with the Dirac Hamiltonian if and only if the mass vanishes. -/
theorem chirality_conserved_iff (p : Fin 3 → ℝ) (m : ℝ) :
    hamiltonian p m * gamma5 = gamma5 * hamiltonian p m ↔ m = 0 := by
  constructor
  · intro hc
    have c := commutator_gamma5 p m
    rw [hc, sub_self] at c
    -- one matrix entry already shows the mass
    have c02 := congrFun (congrFun c 0) 2
    simpa [beta, gamma5, Matrix.mul_apply, Fin.sum_univ_four] using c02
  · intro hm
    rw [← sub_eq_zero, commutator_gamma5, hm]
    simp
```

## The spinor with mass 7 and energy 25

The last theorem verifies that the numerical spinor used above is normalised and satisfies both eigenvalue equations, so the positive-helicity theorem applies to a massive, moving particle.

```lean
/-- The spinor `(4/5, 0, 3/5, 0)` is a unit eigenspinor for `p = (0, 0, 24)` and `m = 7`,
with energy `25` and `Σ·p = |p|`. -/
theorem left_chiral_weight_witness :
    sqNorm ![4 / 5, 0, 3 / 5, 0] = 1 ∧
    hamiltonian ![0, 0, 24] 7 *ᵥ ![4 / 5, 0, 3 / 5, 0]
      = ((25 : ℝ) : ℂ) • ![4 / 5, 0, 3 / 5, 0] ∧
    spinDot ![0, 0, 24] *ᵥ ![4 / 5, 0, 3 / 5, 0]
      = (momentumNorm ![0, 0, 24] : ℂ) • ![4 / 5, 0, 3 / 5, 0] := by
  have hp : momentumNorm ![0, 0, 24] = 24 := by
    have hs : (![0, 0, 24] : Fin 3 → ℝ) 0 ^ 2 + (![0, 0, 24] : Fin 3 → ℝ) 1 ^ 2
        + (![0, 0, 24] : Fin 3 → ℝ) 2 ^ 2 = 24 ^ 2 := by simp
    rw [momentumNorm, hs]
    exact Real.sqrt_sq (by norm_num)
  refine ⟨?_, ?_, ?_⟩
  · simp [sqNorm, Fin.sum_univ_four]
    norm_num
  · ext i
    fin_cases i <;>
      simp [hamiltonian, alpha, beta, Matrix.mulVec, dotProduct,
        Fin.sum_univ_three, Fin.sum_univ_four] <;> norm_num
  · rw [hp]
    ext i
    fin_cases i <;>
      simp [spinDot, spin, Matrix.mulVec, dotProduct,
        Fin.sum_univ_three, Fin.sum_univ_four]

end

end DiracChiralityWeight
```

```lean
#print axioms DiracChiralityWeight.left_chiral_weight
#print axioms DiracChiralityWeight.left_chiral_weight_positive_helicity
#print axioms DiracChiralityWeight.chirality_conserved_iff
```

```
'DiracChiralityWeight.left_chiral_weight' depends on axioms: [propext, Classical.choice, Quot.sound]
'DiracChiralityWeight.left_chiral_weight_positive_helicity' depends on axioms: [propext, Classical.choice, Quot.sound]
'DiracChiralityWeight.chirality_conserved_iff' depends on axioms: [propext, Classical.choice, Quot.sound]
```
